# Semicanonicalization preserves the total strength of the occupied–virtual Fock couplings

## Can rotations within the occupied and virtual spaces remove the singles couplings?

Let $F$ be the complex Hermitian Fock matrix of one spin in an orthonormal orbital basis, with occupied orbitals $i$ and virtual orbitals $a$:

$$F=\begin{pmatrix}F_{oo}&F_{ov}\\F_{ov}^\dagger&F_{vv}\end{pmatrix},\qquad \|F_{ov}\|^2=\sum_{i,a}|F_{ia}|^2 .$$

For a restricted open-shell Hartree–Fock determinant, $F_{ov}$ is in general nonzero for each spin. Semicanonical orbitals diagonalize $F_{oo}$ and $F_{vv}$ by separate unitaries $U$ and $V$. I understand that this turns $F_{ov}$ into $U^\dagger F_{ov}V$ with the same sum of squared moduli, so that nonzero couplings can be redistributed but never all removed. I would like to see this made rigorous and machine-checked, together with what it implies for the second-order singles energy.

## The couplings are redistributed, and their squared sum is fixed

**Invariance.** Write $B$ for an occupied–virtual block. Since $(B^\dagger B)_{aa}=\sum_i \overline{B_{ia}}B_{ia}$, summing over $a$ gives $\|B\|^2=\operatorname{tr}(B^\dagger B)$. For $B'=U^\dagger BV$ with $U$ and $V$ unitary,

$$B'^\dagger B'=V^\dagger B^\dagger UU^\dagger BV=V^\dagger B^\dagger BV,$$

and cyclicity of the trace gives

$$\|B'\|^2=\operatorname{tr}(V^\dagger B^\dagger BV)=\operatorname{tr}(B^\dagger BVV^\dagger)=\|B\|^2 .$$

**Diagonal blocks.** A rotation that does not mix the two spaces is $W=\operatorname{diag}(U,V)$. It is unitary, because $WW^\dagger=\operatorname{diag}(UU^\dagger,VV^\dagger)=1$. Block multiplication gives

$$W^\dagger FW=\begin{pmatrix}U^\dagger F_{oo}U&U^\dagger F_{ov}V\\V^\dagger F_{ov}^\dagger U&V^\dagger F_{vv}V\end{pmatrix}.$$

Take orthonormal eigenvectors of $F_{oo}$ as the columns of $U$. Then $F_{oo}U=U\operatorname{diag}(e_i)$ with real $e_i$, and multiplying by $U^\dagger$ from the left gives $U^\dagger F_{oo}U=\operatorname{diag}(e_i)$. The same construction for $F_{vv}$ gives $V$ and real energies $e'_a$.

**When all couplings can vanish.** If some unmixed rotation diagonalizes the whole of $F$, then $U^\dagger F_{ov}V=0$, so $\|F_{ov}\|^2=0$. A sum of nonnegative terms vanishes only if each term does, hence $F_{ov}=0$. Conversely, if $F_{ov}=0$, the semicanonical rotation already diagonalizes $F$.

**Singles energy.** Suppose that $0<e'_a-e_i\le\Delta$ for all $i,a$. Then $1/(e_i-e'_a)\le-1/\Delta$. Multiplying by $|B'_{ia}|^2\ge0$ and summing gives

$$\sum_{i,a}\frac{|B'_{ia}|^2}{e_i-e'_a}\le-\frac{\|B'\|^2}{\Delta}=-\frac{\|B\|^2}{\Delta}.$$

If either space is empty, both sides are zero.

The Lean file states and proves these results:

```lean
import Mathlib

open Matrix

namespace SemicanonicalOrbitals

noncomputable section

variable {o v : Type*} [Fintype o] [Fintype v]

/-- The strength of an occupied-virtual block: the sum of the squared moduli of its entries. -/
def coupling (B : Matrix o v ℂ) : ℝ := ∑ i, ∑ a, ‖B i a‖ ^ 2

/-- The orbital rotation that acts by `U` on the occupied and by `V` on the virtual orbitals,
without mixing the two spaces. -/
def blockRotation (U : Matrix o o ℂ) (V : Matrix v v ℂ) : Matrix (o ⊕ v) (o ⊕ v) ℂ :=
  fromBlocks U 0 0 V

/-- The second-order energy of single excitations with couplings `B`, occupied energies `e` and
virtual energies `e'`; its domain is `e i ≠ e' a` for all `i` and `a`. -/
def singlesEnergy (e : o → ℝ) (e' : v → ℝ) (B : Matrix o v ℂ) : ℝ :=
  ∑ i, ∑ a, ‖B i a‖ ^ 2 / (e i - e' a)

/-- The coupling strength is the trace of `Bᴴ B`. -/
theorem coupling_eq_trace (B : Matrix o v ℂ) : (coupling B : ℂ) = (Bᴴ * B).trace := by
  simp only [coupling, Matrix.trace, Matrix.diag_apply, Matrix.mul_apply,
    Matrix.conjTranspose_apply]
  push_cast
  rw [Finset.sum_comm]
  refine Finset.sum_congr rfl fun a _ => Finset.sum_congr rfl fun i _ => ?_
  exact (Complex.conj_mul' (B i a)).symm

/-- The coupling strength is zero exactly when every coupling is zero. -/
theorem coupling_eq_zero_iff (B : Matrix o v ℂ) : coupling B = 0 ↔ B = 0 := by
  constructor
  · intro h
    unfold coupling at h
    ext i a
    have h1 := (Finset.sum_eq_zero_iff_of_nonneg (fun i _ => by positivity)).mp h i
      (Finset.mem_univ i)
    have h2 := (Finset.sum_eq_zero_iff_of_nonneg (fun a _ => by positivity)).mp h1 a
      (Finset.mem_univ a)
    simpa using h2
  · rintro rfl
    simp [coupling]

variable [DecidableEq o] [DecidableEq v]

/-- Separate unitary rotations of the occupied and the virtual orbitals preserve the coupling
strength. -/
theorem coupling_rotate {U : Matrix o o ℂ} {V : Matrix v v ℂ} (hU : U ∈ unitaryGroup o ℂ)
    (hV : V ∈ unitaryGroup v ℂ) (B : Matrix o v ℂ) : coupling (Uᴴ * B * V) = coupling B := by
  have hU' : U * Uᴴ = 1 := Matrix.mem_unitaryGroup_iff.mp hU
  have hV' : V * Vᴴ = 1 := Matrix.mem_unitaryGroup_iff.mp hV
  -- the occupied rotation cancels inside the product
  have h : (Uᴴ * B * V)ᴴ * (Uᴴ * B * V) = Vᴴ * (Bᴴ * B * V) := by
    simp only [Matrix.conjTranspose_mul, Matrix.conjTranspose_conjTranspose]
    calc Vᴴ * (Bᴴ * U) * (Uᴴ * B * V) = Vᴴ * (Bᴴ * (U * Uᴴ) * B * V) := by
          simp only [Matrix.mul_assoc]
      _ = Vᴴ * (Bᴴ * B * V) := by rw [hU', Matrix.mul_one]
  -- the virtual rotation cancels by cyclicity of the trace
  have hc : (coupling (Uᴴ * B * V) : ℂ) = (coupling B : ℂ) := by
    rw [coupling_eq_trace, coupling_eq_trace, h, Matrix.trace_mul_comm, Matrix.mul_assoc, hV',
      Matrix.mul_one]
  exact_mod_cast hc

/-- Separate unitary rotations of the two orbital spaces form a unitary rotation of the whole
orbital space. -/
theorem blockRotation_mem {U : Matrix o o ℂ} {V : Matrix v v ℂ} (hU : U ∈ unitaryGroup o ℂ)
    (hV : V ∈ unitaryGroup v ℂ) : blockRotation U V ∈ unitaryGroup (o ⊕ v) ℂ := by
  have hU' : U * Uᴴ = 1 := Matrix.mem_unitaryGroup_iff.mp hU
  have hV' : V * Vᴴ = 1 := Matrix.mem_unitaryGroup_iff.mp hV
  rw [Matrix.mem_unitaryGroup_iff, Matrix.star_eq_conjTranspose, blockRotation,
    Matrix.fromBlocks_conjTranspose, Matrix.fromBlocks_multiply]
  simp [hU', hV', Matrix.fromBlocks_one]

omit [DecidableEq o] [DecidableEq v] in
/-- The four blocks of the Fock matrix after separate occupied and virtual rotations. -/
theorem blockRotation_conj (U : Matrix o o ℂ) (V : Matrix v v ℂ)
    (F : Matrix (o ⊕ v) (o ⊕ v) ℂ) :
    (blockRotation U V)ᴴ * F * blockRotation U V =
      fromBlocks (Uᴴ * F.toBlocks₁₁ * U) (Uᴴ * F.toBlocks₁₂ * V)
        (Vᴴ * F.toBlocks₂₁ * U) (Vᴴ * F.toBlocks₂₂ * V) := by
  conv_lhs => rw [← Matrix.fromBlocks_toBlocks F]
  simp only [blockRotation, Matrix.fromBlocks_conjTranspose, Matrix.fromBlocks_multiply,
    Matrix.conjTranspose_zero, Matrix.zero_mul, Matrix.mul_zero, add_zero, zero_add]

/-- A Hermitian block is brought to real diagonal form by a unitary rotation. -/
theorem exists_diagonalizing {A : Matrix o o ℂ} (hA : A.IsHermitian) :
    ∃ U ∈ unitaryGroup o ℂ, ∃ e : o → ℝ, Uᴴ * A * U = diagonal fun i => (e i : ℂ) := by
  let U : Matrix o o ℂ := hA.eigenvectorUnitary
  have hU : U ∈ unitaryGroup o ℂ := hA.eigenvectorUnitary.2
  have hU' : Uᴴ * U = 1 := Matrix.mem_unitaryGroup_iff'.mp hU
  -- the columns of U are eigenvectors
  have h : A * U = U * diagonal fun i => (hA.eigenvalues i : ℂ) := by
    ext i j
    have hj := congrFun (hA.mulVec_eigenvectorBasis j) i
    simp only [Matrix.mulVec, dotProduct, Pi.smul_apply, Complex.real_smul] at hj
    rw [Matrix.mul_diagonal, Matrix.mul_apply]
    exact hj.trans (mul_comm _ _)
  refine ⟨U, hU, hA.eigenvalues, ?_⟩
  rw [Matrix.mul_assoc, h, ← Matrix.mul_assoc, hU', Matrix.one_mul]

/-- Semicanonicalization: separate unitary rotations make the occupied and virtual blocks of a
Hermitian Fock matrix real diagonal, and the occupied-virtual block keeps its strength. -/
theorem semicanonicalization {F : Matrix (o ⊕ v) (o ⊕ v) ℂ} (hF : F.IsHermitian) :
    ∃ U ∈ unitaryGroup o ℂ, ∃ V ∈ unitaryGroup v ℂ, ∃ (e : o → ℝ) (e' : v → ℝ),
      (blockRotation U V)ᴴ * F * blockRotation U V =
        fromBlocks (diagonal fun i => (e i : ℂ)) (Uᴴ * F.toBlocks₁₂ * V)
          (Uᴴ * F.toBlocks₁₂ * V)ᴴ (diagonal fun a => (e' a : ℂ)) ∧
      coupling (Uᴴ * F.toBlocks₁₂ * V) = coupling F.toBlocks₁₂ := by
  have h11 : F.toBlocks₁₁.IsHermitian :=
    Matrix.IsHermitian.ext fun i j => hF.apply (Sum.inl i) (Sum.inl j)
  have h22 : F.toBlocks₂₂.IsHermitian :=
    Matrix.IsHermitian.ext fun a b => hF.apply (Sum.inr a) (Sum.inr b)
  have h21 : F.toBlocks₂₁ = F.toBlocks₁₂ᴴ := by
    ext a i
    exact (hF.apply (Sum.inr a) (Sum.inl i)).symm
  obtain ⟨U, hU, e, he⟩ := exists_diagonalizing h11
  obtain ⟨V, hV, e', he'⟩ := exists_diagonalizing h22
  refine ⟨U, hU, V, hV, e, e', ?_, coupling_rotate hU hV _⟩
  rw [blockRotation_conj, he, he', h21]
  simp only [Matrix.conjTranspose_mul, Matrix.conjTranspose_conjTranspose, Matrix.mul_assoc]

/-- Separate occupied and virtual rotations can diagonalize the whole Fock matrix if and only if
its occupied-virtual block is already zero. -/
theorem diagonalizable_unmixed_iff {F : Matrix (o ⊕ v) (o ⊕ v) ℂ} (hF : F.IsHermitian) :
    (∃ U ∈ unitaryGroup o ℂ, ∃ V ∈ unitaryGroup v ℂ, ∃ d : o ⊕ v → ℂ,
      (blockRotation U V)ᴴ * F * blockRotation U V = diagonal d) ↔ F.toBlocks₁₂ = 0 := by
  constructor
  · rintro ⟨U, hU, V, hV, d, h⟩
    rw [blockRotation_conj] at h
    have h0 : Uᴴ * F.toBlocks₁₂ * V = 0 := by
      ext i a
      have hia := congrFun (congrFun h (Sum.inl i)) (Sum.inr a)
      exact hia.trans (Matrix.diagonal_apply_ne _ Sum.inl_ne_inr)
    rw [← coupling_eq_zero_iff, ← coupling_rotate hU hV, h0, coupling_eq_zero_iff]
  · intro h0
    obtain ⟨U, hU, V, hV, e, e', h, -⟩ := semicanonicalization hF
    refine ⟨U, hU, V, hV, Sum.elim (fun i => (e i : ℂ)) (fun a => (e' a : ℂ)), ?_⟩
    rw [h, h0, Matrix.mul_zero, Matrix.zero_mul, Matrix.conjTranspose_zero,
      Matrix.fromBlocks_diagonal]

/-- If all occupied-virtual gaps are positive and at most `Δ`, the singles energy after separate
rotations is at most minus the original coupling strength divided by `Δ`. -/
theorem singlesEnergy_le {U : Matrix o o ℂ} {V : Matrix v v ℂ} (hU : U ∈ unitaryGroup o ℂ)
    (hV : V ∈ unitaryGroup v ℂ) (B : Matrix o v ℂ) {e : o → ℝ} {e' : v → ℝ} {Δ : ℝ}
    (hpos : ∀ i a, 0 < e' a - e i) (hle : ∀ i a, e' a - e i ≤ Δ) :
    singlesEnergy e e' (Uᴴ * B * V) ≤ -(coupling B / Δ) := by
  rw [← coupling_rotate hU hV B]
  simp only [singlesEnergy, coupling, Finset.sum_div, ← Finset.sum_neg_distrib]
  refine Finset.sum_le_sum fun i _ => Finset.sum_le_sum fun a _ => ?_
  -- each denominator is minus a gap
  rw [← neg_sub (e' a) (e i), div_neg]
  exact neg_le_neg (div_le_div_of_nonneg_left (sq_nonneg _) (hpos i a) (hle i a))

end

end SemicanonicalOrbitals
```

```lean
#print axioms SemicanonicalOrbitals.blockRotation_mem
#print axioms SemicanonicalOrbitals.semicanonicalization
#print axioms SemicanonicalOrbitals.diagonalizable_unmixed_iff
#print axioms SemicanonicalOrbitals.singlesEnergy_le
```

```
'SemicanonicalOrbitals.blockRotation_mem' depends on axioms: [propext, Classical.choice, Quot.sound]
'SemicanonicalOrbitals.semicanonicalization' depends on axioms: [propext, Classical.choice, Quot.sound]
'SemicanonicalOrbitals.diagonalizable_unmixed_iff' depends on axioms: [propext, Classical.choice, Quot.sound]
'SemicanonicalOrbitals.singlesEnergy_le' depends on axioms: [propext, Classical.choice, Quot.sound]
```

## What the Lean statements say about the Fock matrix

The finite types `o` and `v` label the occupied and virtual orbitals, and `o ⊕ v` labels all of them. `F.toBlocks₁₂` is $F_{ov}$, `ᴴ` is the conjugate transpose, `coupling` is the sum of squared moduli, and `blockRotation U V` is $W$.

`semicanonicalization` says that every Hermitian `F` has unitaries `U` and `V` and real energies `e` and `e'` for which $W^\dagger FW$ has real diagonal occupied and virtual blocks. Its occupied–virtual block is $U^\dagger F_{ov}V$, its virtual–occupied block is the adjoint of that, and the coupling strength is unchanged. No ordering of the energies is imposed. `coupling_rotate` gives the invariance for every pair of unitaries, not only for the diagonalizing pair.

`diagonalizable_unmixed_iff` says that an unmixed rotation can make all of `F` diagonal exactly when $F_{ov}=0$. Individual couplings may still vanish after a rotation when $F_{ov}\neq0$.

`singlesEnergy` is a definition: it is the second-order contribution of single excitations when the diagonal semicanonical blocks set the zeroth-order energies and $F_{ov}$ belongs to the perturbation. In `singlesEnergy_le` the energies are arbitrary real numbers, not tied to `F` or to the rotation; the physical case takes `U`, `V`, `e` and `e'` from `semicanonicalization` and $B=F_{ov}$. The hypothesis `hpos` places every virtual level above every occupied one, and `Δ` is any upper bound on the gaps, such as the largest one.

The matrix `F` is given and finite. The file does not construct it from a density, impose the open-shell self-consistency conditions or treat double excitations. For second-order perturbation theory on an open-shell reference, the bound says that, within this one-spin model with positive gaps, a nonzero $F_{ov}$ gives a strictly negative singles term in semicanonical orbitals.

## How the proof follows the matrix algebra

`coupling_eq_trace` expands the trace, exchanges the two sums and uses $\bar z z=|z|^2$. `coupling_eq_zero_iff` applies the fact about vanishing sums of nonnegative terms twice, first over $i$ and then over $a$.

In `coupling_rotate`, the `calc` block cancels $UU^\dagger$. `Matrix.trace_mul_comm` then moves $V^\dagger$ to the right end, where $VV^\dagger=1$ removes it. The trace identity lives in the complex numbers, and `exact_mod_cast` returns the equality to the reals.

`blockRotation_mem` proves that $W$ is unitary, and `blockRotation_conj` computes the four blocks of $W^\dagger FW$. `exists_diagonalizing` takes Mathlib's eigenvector matrix, checks $AU=U\operatorname{diag}(e_i)$ entry by entry and multiplies by $U^\dagger$.

`semicanonicalization` first extracts from the hermiticity of `F` that both diagonal blocks are Hermitian and that the lower left block is $F_{ov}^\dagger$. It then diagonalizes each block and inserts the results into the block formula.

For the equivalence, the forward direction reads off the entries between `Sum.inl i` and `Sum.inr a`, which are zero in a diagonal matrix, and carries the zero back to $F_{ov}$ through the coupling strength. The reverse direction sets $F_{ov}=0$ in the semicanonical form.

`singlesEnergy_le` first replaces the original coupling strength by the rotated one, so that both sides are sums over the same entries. `Finset.sum_le_sum` reduces the claim to single terms, and `div_le_div_of_nonneg_left` compares each gap with `Δ`.
